# The finite-level self-consistent Born equation has exactly one solution with Im g < 0 when Im z > 0

## Levels, weights and the Born self-energy

Consider a non-interacting electron whose clean spectrum consists of finitely many real levels $l_k$. The weight $w_k\ge 0$ is the fraction of states at $l_k$, so $\sum_k w_k=1$. All sites of the clean system are taken to be equivalent. Disorder is a random on-site potential, uncorrelated between sites, with mean zero and variance $c^2$, where $c$ is real. The complex energy $z$ has $\operatorname{Im} z>0$, the convention for retarded functions, and $g$ denotes the disorder-averaged local Green's function.

The self-consistent Born approximation takes the self-energy to be $c^2g$, the same for every level. This is postulated here, not derived from an average over disorder. With

$$D_k(g)=z-l_k-c^2g,\qquad F(g)=\sum_k\frac{w_k}{D_k(g)},\qquad S(g)=\sum_k\frac{w_k}{|D_k(g)|^2},$$

the equation to solve is $g=F(g)$. A retarded solution has $\operatorname{Im} g<0$, which makes the spectral density $-\operatorname{Im} g/\pi$ positive. The claim is that exactly one such solution exists.

## One update stays in the lower half-plane

Since $l_k$ and $c$ are real, $\operatorname{Im}D_k(g)=\operatorname{Im}z-c^2\operatorname{Im}g$ for every $k$. From $\operatorname{Im}(1/D)=-\operatorname{Im}D/|D|^2$ it follows that

$$\operatorname{Im}F(g)=-(\operatorname{Im}z-c^2\operatorname{Im}g)\,S(g).$$

Let $\operatorname{Im}g\le0$. Then $|D_k(g)|\ge\operatorname{Im}D_k(g)\ge\operatorname{Im}z>0$, so no denominator vanishes. At least one weight is positive, hence $S(g)>0$ and $\operatorname{Im}F(g)<0$. The same lower bound gives $|F(g)|\le\sum_k w_k/\operatorname{Im}z=1/\operatorname{Im}z$.

## Two points move closer

Take $g\ne h$, both with negative imaginary part. Because $D_k(h)-D_k(g)=c^2(g-h)$,

$$F(g)-F(h)=c^2(g-h)\,T,\qquad T=\sum_k\frac{w_k}{D_k(g)D_k(h)}.$$

Splitting $w_k=\sqrt{w_k}\sqrt{w_k}$ and applying the Cauchy–Schwarz inequality gives $|T|^2\le S(g)S(h)$. Furthermore,

$$(\operatorname{Im}z-c^2\operatorname{Im}g)(\operatorname{Im}z-c^2\operatorname{Im}h)=(\operatorname{Im}z)^2-c^2\operatorname{Im}z\,(\operatorname{Im}g+\operatorname{Im}h)+c^4\operatorname{Im}g\operatorname{Im}h .$$

The first term on the right is positive and the second is non-negative, so the product exceeds $c^4\operatorname{Im}g\operatorname{Im}h$. Therefore

$$\begin{aligned}
|F(g)-F(h)|^2\operatorname{Im}g\operatorname{Im}h
&\le c^4|g-h|^2\operatorname{Im}g\operatorname{Im}h\;S(g)S(h)\\
&<|g-h|^2\operatorname{Im}F(g)\operatorname{Im}F(h).
\end{aligned}$$

In other words, $F$ strictly lowers the ratio $|g-h|^2/(\operatorname{Im}g\operatorname{Im}h)$. If $g$ and $h$ were distinct fixed points, the two ends of this chain would be equal, which is impossible. There is at most one solution.

## A minimum that must be a fixed point

Let $K$ be the half-disc $|g|\le1/\operatorname{Im}z$, $\operatorname{Im}g\le0$. It is compact and $F$ maps it continuously into itself, so $F(K)$ is compact, and it lies in the open lower half-plane. On $F(K)$ the function

$$\varphi(g)=\frac{|g-F(g)|^2}{\operatorname{Im}g\,\operatorname{Im}F(g)}$$

is continuous and attains a minimum at some $g$. If $F(g)\ne g$, the inequality above with $h=F(g)$ gives $\varphi(F(g))<\varphi(g)$. But $F(g)$ also belongs to $F(K)$, a contradiction. Hence $g=F(g)$.

## One level at z = 3i/2

Take a single level $l=0$ with weight 1, $c=1$ and $z=3i/2$. The equation $g=1/(3i/2-g)$ becomes $g^2-\tfrac{3i}{2}g+1=0$, with roots

$$g=\tfrac12\left(\tfrac{3i}{2}\pm\tfrac{5i}{2}\right)=2i\ \text{ or }\ -\tfrac i2 .$$

Only $-i/2$ is retarded, so uniqueness fails without the sign condition.

To see the contraction, compare $g=-i$ with the solution $h=-i/2$. Their ratio is $\tfrac14/\tfrac12=\tfrac12$. One update gives $F(g)=1/(5i/2)=-2i/5$ and leaves $h$ in place, and the ratio falls to $\tfrac1{100}/\tfrac15=\tfrac1{20}$.

## The equation in Lean

The finite type `ι` labels the levels, and `w` and `l` are real-valued functions on it.

```lean
import Mathlib

open Complex

namespace SelfConsistentBorn

noncomputable section

variable {ι : Type*} [Fintype ι]
```

The three definitions are $D_k(g)$, $F(g)$ and $S(g)$. The number `c` enters only through the variance `c ^ 2` of the disorder potential, so its sign is irrelevant, and `c = 0` is allowed.

```lean
/-- The dressed inverse propagator `z - l_k - c² g` of level `k`, with Born self-energy `c² g`. -/
def denom (l : ι → ℝ) (c : ℝ) (z g : ℂ) (k : ι) : ℂ :=
  z - (l k : ℂ) - ((c ^ 2 : ℝ) : ℂ) * g

/-- One self-consistent Born update of the averaged Green's function:
`g ↦ ∑ w_k / (z - l_k - c² g)`. -/
def scbaMap (w l : ι → ℝ) (c : ℝ) (z g : ℂ) : ℂ :=
  ∑ k, (w k : ℂ) / denom l c z g k

/-- The weighted sum of squared moduli of the dressed propagators. -/
def weightSum (w l : ι → ℝ) (c : ℝ) (z g : ℂ) : ℝ :=
  ∑ k, w k / ‖denom l c z g k‖ ^ 2
```

### Signs and bounds

The next three lemmas compute $\operatorname{Im}D_k$, bound $|D_k|$ below by $\operatorname{Im}z$, and conclude that $D_k\neq0$ when $\operatorname{Im}g\le0$.

```lean
omit [Fintype ι] in
lemma denom_im (l : ι → ℝ) (c : ℝ) (z g : ℂ) (k : ι) :
    (denom l c z g k).im = z.im - c ^ 2 * g.im := by
  rw [denom, Complex.sub_im, Complex.sub_im, Complex.ofReal_im, Complex.im_ofReal_mul]
  ring

omit [Fintype ι] in
/-- For `Im g ≤ 0` the modulus of every dressed inverse propagator is at least `Im z`. -/
lemma im_le_norm_denom (l : ι → ℝ) (c : ℝ) {z g : ℂ} (hg : g.im ≤ 0) (k : ι) :
    z.im ≤ ‖denom l c z g k‖ := by
  have h1 := (le_abs_self _).trans (Complex.abs_im_le_norm (denom l c z g k))
  rw [denom_im] at h1
  nlinarith [mul_nonneg (sq_nonneg c) (neg_nonneg.mpr hg)]

omit [Fintype ι] in
lemma denom_ne_zero (l : ι → ℝ) (c : ℝ) {z g : ℂ} (hz : 0 < z.im) (hg : g.im ≤ 0) (k : ι) :
    denom l c z g k ≠ 0 :=
  norm_pos_iff.mp (hz.trans_le (im_le_norm_denom l c hg k))
```

The formula for $\operatorname{Im}F$ is proved term by term. It needs no condition on `g`, because Lean sets division by zero to zero and both sides then lose the same term.

```lean
/-- The imaginary part of the updated Green's function is minus the dressed broadening `Im z - c² Im
g` times the weighted sum of squared moduli of the dressed propagators. -/
theorem scbaMap_im (w l : ι → ℝ) (c : ℝ) (z g : ℂ) :
    (scbaMap w l c z g).im = -(z.im - c ^ 2 * g.im) * weightSum w l c z g := by
  rw [scbaMap, weightSum, Complex.im_sum, Finset.mul_sum]
  refine Finset.sum_congr rfl fun k _ => ?_
  rw [Complex.div_im, Complex.ofReal_im, Complex.ofReal_re, denom_im,
    Complex.normSq_eq_norm_sq]
  ring
```

Positivity of $S$ uses the normalisation of the weights to find a level with $w_k>0$. Combined with the previous formula, it gives the sign of $\operatorname{Im}F$.

```lean
lemma weightSum_pos {w : ι → ℝ} (l : ι → ℝ) (c : ℝ) {z g : ℂ} (hw : ∀ k, 0 ≤ w k)
    (hsum : ∑ k, w k = 1) (hz : 0 < z.im) (hg : g.im ≤ 0) : 0 < weightSum w l c z g := by
  have hex : ∃ k, 0 < w k := by
    by_contra! H
    have := Finset.sum_nonpos (s := Finset.univ) (fun i _ => H i)
    linarith
  obtain ⟨k, hk⟩ := hex
  refine Finset.sum_pos' (fun i _ => div_nonneg (hw i) (sq_nonneg _))
    ⟨k, Finset.mem_univ k, div_pos hk ?_⟩
  exact pow_pos (norm_pos_iff.mpr (denom_ne_zero l c hz hg k)) 2

/-- For `Im z > 0` and non-negative weights with sum 1, the Born update sends the closed lower
half-plane into the open lower half-plane. -/
theorem scbaMap_im_neg {w : ι → ℝ} (l : ι → ℝ) (c : ℝ) {z g : ℂ} (hw : ∀ k, 0 ≤ w k)
    (hsum : ∑ k, w k = 1) (hz : 0 < z.im) (hg : g.im ≤ 0) : (scbaMap w l c z g).im < 0 := by
  rw [scbaMap_im]
  have hS := weightSum_pos l c hw hsum hz hg
  have hP : 0 < z.im - c ^ 2 * g.im := by
    nlinarith [mul_nonneg (sq_nonneg c) (neg_nonneg.mpr hg)]
  nlinarith [mul_pos hP hS]
```

The bound $|F(g)|\le1/\operatorname{Im}z$ is the triangle inequality followed by the lower bound on each denominator.

```lean
/-- For `Im z > 0`, `Im g ≤ 0` and non-negative weights with sum 1, the updated Green's function is
bounded in modulus by `1 / Im z`. -/
theorem norm_scbaMap_le {w : ι → ℝ} (l : ι → ℝ) (c : ℝ) {z g : ℂ} (hw : ∀ k, 0 ≤ w k)
    (hsum : ∑ k, w k = 1) (hz : 0 < z.im) (hg : g.im ≤ 0) :
    ‖scbaMap w l c z g‖ ≤ 1 / z.im := by
  rw [← hsum, Finset.sum_div]
  refine (norm_sum_le _ _).trans (Finset.sum_le_sum fun k _ => ?_)
  rw [norm_div, Complex.norm_real, Real.norm_of_nonneg (hw k)]
  exact div_le_div_of_nonneg_left (hw k) hz (im_le_norm_denom l c hg k)
```

### The strict contraction

The theorem states the inequality in product form, without dividing by imaginary parts. In the proof, `hdiff` is the factorisation $F(g)-F(h)=c^2(g-h)T$, and `hT`, `hS` and `hCS` carry out the Cauchy–Schwarz estimate. The comparison of the two broadening products is `hPQ`, where $(\operatorname{Im}z)^2>0$ supplies the strictness. The final `calc` block chains these estimates as in the derivation.

```lean
/-- Let `Im z > 0` and let the weights be non-negative with sum 1. For two distinct points of the
open lower half-plane, the Born update strictly decreases the ratio `|g - h|² / (Im g Im h)`, stated
here with the denominators cleared. -/
theorem scbaMap_contracts {w : ι → ℝ} (l : ι → ℝ) (c : ℝ) {z g h : ℂ} (hw : ∀ k, 0 ≤ w k)
    (hsum : ∑ k, w k = 1) (hz : 0 < z.im) (hg : g.im < 0) (hh : h.im < 0) (hne : g ≠ h) :
    ‖scbaMap w l c z g - scbaMap w l c z h‖ ^ 2 * (g.im * h.im) <
      ‖g - h‖ ^ 2 * ((scbaMap w l c z g).im * (scbaMap w l c z h).im) := by
  set T : ℂ := ∑ k, (w k : ℂ) / (denom l c z g k * denom l c z h k) with hTdef
  -- resolvent identity, level by level
  have hdiff : scbaMap w l c z g - scbaMap w l c z h = ((c ^ 2 : ℝ) : ℂ) * (g - h) * T := by
    rw [hTdef, scbaMap, scbaMap, ← Finset.sum_sub_distrib, Finset.mul_sum]
    refine Finset.sum_congr rfl fun k _ => ?_
    rw [div_sub_div _ _ (denom_ne_zero l c hz hg.le k) (denom_ne_zero l c hz hh.le k),
      ← mul_div_assoc]
    congr 1
    simp only [denom]
    ring
  -- Cauchy-Schwarz for the mixed sum
  have hT : ‖T‖ ≤ ∑ k, (√(w k) / ‖denom l c z g k‖) * (√(w k) / ‖denom l c z h k‖) := by
    refine (norm_sum_le _ _).trans (le_of_eq (Finset.sum_congr rfl fun k _ => ?_))
    rw [norm_div, norm_mul, Complex.norm_real, Real.norm_of_nonneg (hw k),
      div_mul_div_comm, Real.mul_self_sqrt (hw k)]
  have hS : ∀ x, ∑ k, (√(w k) / ‖denom l c z x k‖) ^ 2 = weightSum w l c z x := fun x =>
    Finset.sum_congr rfl fun k _ => by rw [div_pow, Real.sq_sqrt (hw k)]
  have hCS : ‖T‖ ^ 2 ≤ weightSum w l c z g * weightSum w l c z h := by
    refine (pow_le_pow_left₀ (norm_nonneg _) hT 2).trans ?_
    rw [← hS g, ← hS h]
    exact Finset.sum_mul_sq_le_sq_mul_sq _ _ _
  have hAB := mul_pos (weightSum_pos l c hw hsum hz hg.le) (weightSum_pos l c hw hsum hz hh.le)
  have hN : 0 < ‖g - h‖ ^ 2 := pow_pos (norm_pos_iff.mpr (sub_ne_zero.mpr hne)) 2
  have hab : 0 < g.im * h.im := mul_pos_of_neg_of_neg hg hh
  -- the external broadening Im z makes the inequality strict
  have hPQ : (c ^ 2) ^ 2 * (g.im * h.im) <
      (z.im - c ^ 2 * g.im) * (z.im - c ^ 2 * h.im) := by
    have h1 : 0 ≤ z.im * (c ^ 2 * (-g.im - h.im)) :=
      mul_nonneg hz.le (mul_nonneg (sq_nonneg c) (by linarith))
    nlinarith [mul_pos hz hz]
  rw [hdiff, norm_mul, norm_mul, Complex.norm_real, Real.norm_of_nonneg (sq_nonneg c),
    scbaMap_im, scbaMap_im]
  calc (c ^ 2 * ‖g - h‖ * ‖T‖) ^ 2 * (g.im * h.im)
      = ‖g - h‖ ^ 2 * ((c ^ 2) ^ 2 * (g.im * h.im)) * ‖T‖ ^ 2 := by ring
    _ ≤ ‖g - h‖ ^ 2 * ((c ^ 2) ^ 2 * (g.im * h.im)) *
          (weightSum w l c z g * weightSum w l c z h) :=
        mul_le_mul_of_nonneg_left hCS (by positivity)
    _ < ‖g - h‖ ^ 2 * ((z.im - c ^ 2 * g.im) * (z.im - c ^ 2 * h.im)) *
          (weightSum w l c z g * weightSum w l c z h) :=
        mul_lt_mul_of_pos_right (mul_lt_mul_of_pos_left hPQ hN) hAB
    _ = _ := by ring
```

### Existence and uniqueness

Continuity on the closed lower half-plane follows from the non-vanishing denominators.

```lean
lemma continuousOn_scbaMap (w l : ι → ℝ) (c : ℝ) {z : ℂ} (hz : 0 < z.im) :
    ContinuousOn (scbaMap w l c z) {g | g.im ≤ 0} := by
  change ContinuousOn (fun g => ∑ k, (w k : ℂ) / denom l c z g k) _
  refine continuousOn_finsetSum _ fun k _ => ContinuousOn.div continuousOn_const ?_
    fun g hg => denom_ne_zero l c hz hg k
  unfold denom
  fun_prop
```

The main theorem says: for non-negative weights with sum 1, real levels, real `c` and $\operatorname{Im}z>0$, there is exactly one complex `g` satisfying both `g.im < 0` and `g = scbaMap w l c z g`. The quantifier `∃!` expresses existence together with uniqueness.

The theorem concerns a finite set of levels and a self-energy common to all of them. It does not treat the limit $\operatorname{Im}z\to0^+$, a continuous band, or the accuracy of the Born approximation for a given disorder strength. For a numerical solver of this non-interacting, finite-level model, it means that two exact solutions reached from different starting guesses must coincide if both have negative imaginary part; it does not say that a particular iteration converges.

In the proof, `K` is the half-disc and `hFK` says that $F$ preserves it. The statement `hφ` is the continuity of $\varphi$ on $F(K)$, and `exists_isMinOn` supplies the minimiser. The first bullet shows that the minimiser is fixed, by comparing `hle`, its minimality, with `hlt`, the contraction applied to `g` and `F g`. The second bullet takes another solution `h`, establishes again that `g` is fixed, and applies the contraction to the pair. After substitution of the two fixed-point equations, a number would be strictly less than itself.

```lean
/-- The self-consistent Born equation `g = ∑ w_k / (z - l_k - c² g)` with `Im z > 0` has exactly one
solution with `Im g < 0`, provided the weights are non-negative and sum to 1. -/
theorem scba_existsUnique {w : ι → ℝ} (l : ι → ℝ) (c : ℝ) {z : ℂ} (hw : ∀ k, 0 ≤ w k)
    (hsum : ∑ k, w k = 1) (hz : 0 < z.im) :
    ∃! g : ℂ, g.im < 0 ∧ g = scbaMap w l c z g := by
  set F := scbaMap w l c z with hF
  have hneg : ∀ g : ℂ, g.im ≤ 0 → (F g).im < 0 := fun g hg => scbaMap_im_neg l c hw hsum hz hg
  -- a compact half-disc that the update maps into itself
  let K : Set ℂ := Metric.closedBall 0 (1 / z.im) ∩ {g | g.im ≤ 0}
  have hK : IsCompact K := (isCompact_closedBall 0 _).inter_right
    (isClosed_le Complex.continuous_im continuous_const)
  have hFK : ∀ g ∈ K, F g ∈ K := fun g hg =>
    ⟨mem_closedBall_zero_iff.mpr (norm_scbaMap_le l c hw hsum hz hg.2), (hneg g hg.2).le⟩
  have hcont : ContinuousOn F K :=
    (continuousOn_scbaMap w l c hz).mono Set.inter_subset_right
  have h0 : (0 : ℂ) ∈ K := ⟨Metric.mem_closedBall_self (by positivity), le_of_eq Complex.zero_im⟩
  have hsub : F '' K ⊆ K := Set.image_subset_iff.mpr hFK
  have himneg : ∀ g ∈ F '' K, g.im < 0 := by
    rintro _ ⟨x, hx, rfl⟩
    exact hneg x hx.2
  have hc' : ContinuousOn F (F '' K) := hcont.mono hsub
  have hφ : ContinuousOn (fun g => ‖g - F g‖ ^ 2 / (g.im * (F g).im)) (F '' K) := by
    refine ContinuousOn.div ((continuousOn_id.sub hc').norm.pow 2)
      (Complex.continuous_im.continuousOn.mul (Complex.continuous_im.comp_continuousOn hc')) ?_
    intro g hg
    exact (mul_pos_of_neg_of_neg (himneg g hg) (hneg g (himneg g hg).le)).ne'
  obtain ⟨g, hgK, hmin⟩ := (hK.image_of_continuousOn hcont).exists_isMinOn
    ⟨F 0, Set.mem_image_of_mem F h0⟩ hφ
  have hg := himneg g hgK
  have hFg := hneg g hg.le
  refine ⟨g, ⟨hg, ?_⟩, ?_⟩
  · -- a minimiser that is not fixed would be improved by one more update
    by_contra hne
    have hle := isMinOn_iff.mp hmin (F g) (Set.mem_image_of_mem F (hsub hgK))
    have hlt := scbaMap_contracts l c hw hsum hz hg hFg hne
    exact absurd hle (not_le_of_gt ((div_lt_div_iff₀
      (mul_pos_of_neg_of_neg hFg (hneg _ hFg.le)) (mul_pos_of_neg_of_neg hg hFg)).mpr hlt))
  · -- two distinct fixed points contradict the strict contraction
    rintro h ⟨hh, hfix⟩
    by_contra hne
    have hgfix : g = F g := by
      by_contra hne'
      have hle := isMinOn_iff.mp hmin (F g) (Set.mem_image_of_mem F (hsub hgK))
      have hlt := scbaMap_contracts l c hw hsum hz hg hFg hne'
      exact absurd hle (not_le_of_gt ((div_lt_div_iff₀
        (mul_pos_of_neg_of_neg hFg (hneg _ hFg.le)) (mul_pos_of_neg_of_neg hg hFg)).mpr hlt))
    have hlt := scbaMap_contracts l c hw hsum hz hh hg hne
    rw [← hF, ← hfix, ← hgfix] at hlt
    exact lt_irrefl _ hlt
```

The last theorem checks both roots of the one-level example. The type `Unit` has a single element and so provides the single level; `e` reduces the update to $1/(3i/2-g)$, and each root is then verified using $i^2=-1$.

```lean
/-- For one level at zero energy, `c = 1` and `z = 3i/2`, both `-i/2` and `2i` solve the
self-consistent Born equation. -/
theorem two_solutions_without_sign_condition :
    scbaMap (fun _ : Unit => 1) (fun _ => 0) 1 (3 / 2 * I) (-I / 2) = -I / 2 ∧
      scbaMap (fun _ : Unit => 1) (fun _ => 0) 1 (3 / 2 * I) (2 * I) = 2 * I := by
  have e : ∀ g : ℂ, scbaMap (fun _ : Unit => 1) (fun _ => 0) 1 (3 / 2 * I) g
      = 1 / (3 / 2 * I - g) := fun g => by simp [scbaMap, denom]
  constructor
  · rw [e, show 3 / 2 * I - -I / 2 = 2 * I by ring, div_eq_iff (by simp)]
    linear_combination Complex.I_sq
  · rw [e, show 3 / 2 * I - 2 * I = -I / 2 by ring, div_eq_iff (by simp)]
    linear_combination Complex.I_sq

end

end SelfConsistentBorn
```

```lean
#print axioms SelfConsistentBorn.scba_existsUnique
#print axioms SelfConsistentBorn.two_solutions_without_sign_condition
```

```
'SelfConsistentBorn.scba_existsUnique' depends on axioms: [propext, Classical.choice, Quot.sound]
'SelfConsistentBorn.two_solutions_without_sign_condition' depends on axioms: [propext, Classical.choice, Quot.sound]
```
